# Strict increase of current with overpotential in a closed formula with kinetic and transport terms

The current is given by a closed formula in the dimensionless overpotential x: the difference exp(ax) − exp(−(1−a)x), divided by 1/j0 + exp(ax)/ja + exp(−(1−a)x)/jc. The theorem says that this function is strictly increasing over all real x when the exchange current j0 and the limiting currents ja and jc are positive and 0 < a < 1. The formula is taken as a definition and is not derived from kinetics or transport. For x < y, the attempt clears the two positive denominators and then seeks to show that the right side of the resulting inequality exceeds the left by the sum of two positive terms, `t1` and `t2`.

The failing Lean file:

```lean
import Mathlib

open Filter Topology

namespace SteadyCurrentStrictMono

noncomputable section

/-- Closed formula for the current: a driving term divided by the sum of a kinetic and two
transport terms. Its domain is `j0, ja, jc > 0`. -/
def steadyCurrent (j0 ja jc a x : ℝ) : ℝ :=
  (Real.exp (a * x) - Real.exp (-(1 - a) * x)) /
    (1 / j0 + Real.exp (a * x) / ja + Real.exp (-(1 - a) * x) / jc)

/-- For positive exchange and limiting currents and `0 < a < 1`, the current increases
strictly with the overpotential. -/
theorem steadyCurrent_strictMono {j0 ja jc a : ℝ} (h0 : 0 < j0) (hja : 0 < ja)
    (hjc : 0 < jc) (ha : 0 < a) (ha1 : a < 1) : StrictMono (steadyCurrent j0 ja jc a) := by
  intro x y hxy
  have hA : Real.exp (a * x) < Real.exp (a * y) :=
    Real.exp_lt_exp.2 (mul_lt_mul_of_pos_left hxy ha)
  have hC : Real.exp (-(1 - a) * y) < Real.exp (-(1 - a) * x) :=
    Real.exp_lt_exp.2 (by nlinarith [mul_pos (sub_pos.2 ha1) (sub_pos.2 hxy)])
  have cross := mul_lt_mul'' hA hC (Real.exp_pos _).le (Real.exp_pos _).le
  unfold steadyCurrent
  rw [div_lt_div_iff₀ (by positivity) (by positivity)]
  -- the cross-multiplied difference is a sum of two positive terms
  have t1 := mul_pos (one_div_pos.2 h0) (add_pos (sub_pos.2 hA) (sub_pos.2 hC))
  have t2 := mul_pos (add_pos (one_div_pos.2 hja) (one_div_pos.2 hjc)) (sub_pos.2 cross)
  nlinarith [t1, t2]

end

end SteadyCurrentStrictMono
```

Messages:

```
Main.lean:30:2: error: linarith failed to find a contradiction
j0 ja jc a : ℝ
h0 : 0 < j0
hja : 0 < ja
hjc : 0 < jc
ha : 0 < a
ha1 : a < 1
x y : ℝ
hxy : x < y
hA : Real.exp (a * x) < Real.exp (a * y)
hC : Real.exp (-(1 - a) * y) < Real.exp (-(1 - a) * x)
cross : Real.exp (a * x) * Real.exp (-(1 - a) * y) < Real.exp (a * y) * Real.exp (-(1 - a) * x)
t1 : 0 < 1 / j0 * (Real.exp (a * y) - Real.exp (a * x) + (Real.exp (-(1 - a) * x) - Real.exp (-(1 - a) * y)))
t2 : 0 < (1 / ja + 1 / jc) * (Real.exp (a * y) * Real.exp (-(1 - a) * x) - Real.exp (a * x) * Real.exp (-(1 - a) * y))
a✝ :
  (Real.exp (a * y) - Real.exp (-(1 - a) * y)) * (1 / j0 + Real.exp (a * x) / ja + Real.exp (-(1 - a) * x) / jc) ≤
    (Real.exp (a * x) - Real.exp (-(1 - a) * x)) * (1 / j0 + Real.exp (a * y) / ja + Real.exp (-(1 - a) * y) / jc)
⊢ False
failed
```

This version goes through:

```diff
@@ -28,5 +28,6 @@
   have t1 := mul_pos (one_div_pos.2 h0) (add_pos (sub_pos.2 hA) (sub_pos.2 hC))
   have t2 := mul_pos (add_pos (one_div_pos.2 hja) (one_div_pos.2 hjc)) (sub_pos.2 cross)
-  nlinarith [t1, t2]
+  refine sub_pos.1 ((add_pos t1 t2).trans_eq ?_)
+  ring
 
 end
```

What went wrong. The message says that `nlinarith` found no contradiction between the hypotheses and the negated goal, `a✝`. Yet the mathematics is complete, since the right side of the goal minus the left is exactly the sum of the expressions shown positive in `t1` and `t2`.

What did not fit is the form of the divisions. When `linarith`, on which `nlinarith` relies, collects terms, it treats a quotient with a variable denominator as a single unknown. So `Real.exp (a * x) / ja` in the goal is unrelated to the `1 / ja` in `t2`, and the terms that should match or cancel do not.

The repair states the identity outright. `add_pos t1 t2` shows that the sum is positive, `sub_pos.1` reduces the goal to the positivity of right side minus left, and `trans_eq` leaves the equality of that difference with the sum. `ring` proves it, because it reads division as multiplication by an inverse and so brings both sides to the same form.
